# Three distinct cell lengths fix the extrapolated energy under an a/L + b/L³ law

Fit energies from two periodic cells of different lengths to E + a/L + b/L³, and the infinite-cell energy E can come out as any number at all. A third cell, with a length different from both, removes this freedom. For formation energies of charged defects, calculated in supercells, this settles which energy the fit returns. That energy is the true infinite-cell energy if the two-term law holds exactly with the same a and b in every cell.

```lean
import Mathlib

open Matrix

namespace SupercellExtrapolation

noncomputable section
```

## The law and its linear system

Here L is the edge length of a cell. For a charged defect the energy to fit is the formation energy, in which the energy of the perfect crystal has been subtracted; the total energy of the cell grows with its volume and doesn't follow this law. In the charged-defect setting, a/L stands for the interaction of a localised charge with its periodic images and the neutralising background, and b/L³ for the next correction, which depends on the spread of the charge. The fit treats both coefficients as unknown real numbers and uses the same two for every cell, so the cells should share one shape and differ only in size.

```lean
/-- The energy of a periodic cell of edge length `L`: the infinite-cell energy `E` plus
finite-size terms `a / L` and `b / L ^ 3`. -/
def cellEnergy (E a b L : ℝ) : ℝ := E + a / L + b / L ^ 3
```

Number the cells i = 0, 1, 2 and write xᵢ = 1/Lᵢ. Each cell contributes one row (1, xᵢ, xᵢ³). In Lean, lengths and energies are functions `Fin 3 → ℝ`.

```lean
/-- The matrix of the linear system for `(E, a, b)`, with one row `(1, 1 / L, 1 / L ^ 3)`
for each of three cells. -/
def designMatrix (L : Fin 3 → ℝ) : Matrix (Fin 3) (Fin 3) ℝ :=
  Matrix.of fun i => ![1, 1 / L i, 1 / L i ^ 3]
```

The fitted E will turn out to be a weighted sum of the three energies Eᵢ. Its weights wᵢ, written in terms of the lengths, are these:

```lean
/-- A weighted combination of the energies of three cells, with weights that depend only on
the cell lengths. -/
def extrapolatedEnergy (L E : Fin 3 → ℝ) : ℝ :=
  (L 0 ^ 3 * (L 1 + L 2) / ((L 1 - L 0) * (L 2 - L 0)) * E 0
    - L 1 ^ 3 * (L 0 + L 2) / ((L 1 - L 0) * (L 2 - L 1)) * E 1
    + L 2 ^ 3 * (L 0 + L 1) / ((L 2 - L 0) * (L 2 - L 1)) * E 2)
  / (L 0 * L 1 + L 1 * L 2 + L 0 * L 2)
```

The three fit conditions are the three components of a matrix equation. Lean writes the infinite-cell parameter as `e`, because `E` names the list of energies. The proof expands the matrix-vector product row by row.

```lean
/-- Three cell energies follow the finite-size law with parameters `(e, a, b)` exactly when
these parameters solve the linear system of the design matrix. -/
theorem fit_iff_linear_system (L E : Fin 3 → ℝ) (e a b : ℝ) :
    (∀ i, E i = cellEnergy e a b (L i)) ↔ designMatrix L *ᵥ ![e, a, b] = E := by
  have key : ∀ i, (designMatrix L *ᵥ ![e, a, b]) i = cellEnergy e a b (L i) := by
    intro i
    simp only [Matrix.mulVec, dotProduct, Fin.sum_univ_three]
    change 1 * e + 1 / L i * a + 1 / L i ^ 3 * b = e + a / L i + b / L i ^ 3
    ring
  constructor
  · intro h
    funext i
    rw [key i, h i]
  · intro h i
    rw [← key i, h]
```

## Why distinctness alone is not enough

Subtract row 0 from the other two rows and expand:

    det = (x₁ − x₀)(x₂³ − x₀³) − (x₂ − x₀)(x₁³ − x₀³)
        = (x₁ − x₀)(x₂ − x₀)[(x₂² + x₂x₀ + x₀²) − (x₁² + x₁x₀ + x₀²)]
        = (x₁ − x₀)(x₂ − x₀)(x₂ − x₁)(x₀ + x₁ + x₂)

Lean expands the 3×3 determinant, and `ring` confirms the factorisation.

```lean
/-- The determinant of the design matrix is the Vandermonde product in the inverse lengths
times the sum of the inverse lengths. -/
theorem det_designMatrix (L : Fin 3 → ℝ) :
    (designMatrix L).det =
      (1 / L 1 - 1 / L 0) * (1 / L 2 - 1 / L 0) * (1 / L 2 - 1 / L 1)
        * (1 / L 0 + 1 / L 1 + 1 / L 2) := by
  have h0 : ∀ i, designMatrix L i 0 = 1 := fun _ => rfl
  have h1 : ∀ i, designMatrix L i 1 = 1 / L i := fun _ => rfl
  have h2 : ∀ i, designMatrix L i 2 = 1 / L i ^ 3 := fun _ => rfl
  rw [Matrix.det_fin_three]
  simp only [h0, h1, h2]
  ring
```

Treating this as an ordinary Vandermonde determinant loses the last factor and suggests that distinctness is enough. It is not: x = 1, 2, −3 are distinct, yet their sum is zero. The hypothesis `hL` (positive lengths) excludes this case, while `hinj` (distinct lengths) keeps the differences nonzero.

```lean
/-- For three distinct positive cell lengths the design matrix has nonzero determinant. -/
theorem det_designMatrix_ne_zero {L : Fin 3 → ℝ} (hL : ∀ i, 0 < L i)
    (hinj : Function.Injective L) : (designMatrix L).det ≠ 0 := by
  have hx : ∀ i j, i ≠ j → 1 / L i - 1 / L j ≠ 0 := fun i j hij h =>
    hij (hinj (inv_inj.mp (by simpa only [one_div] using sub_eq_zero.mp h)))
  -- positivity of the lengths keeps the last factor away from zero
  have hs : 1 / L 0 + 1 / L 1 + 1 / L 2 ≠ 0 := by
    have h0 := hL 0
    have h1 := hL 1
    have h2 := hL 2
    positivity
  rw [det_designMatrix]
  exact mul_ne_zero (mul_ne_zero (mul_ne_zero (hx 1 0 (by decide)) (hx 2 0 (by decide)))
    (hx 2 1 (by decide))) hs
```

A nonzero determinant gives a solution through the inverse matrix. If two triples solve the system, the matrix sends their difference to zero, so they coincide. In the statement, `p.1`, `p.2.1` and `p.2.2` are the infinite-cell energy, a and b.

```lean
/-- For three distinct positive cell lengths and any three real energies there is exactly one
triple `(E, a, b)` for which every cell obeys `E_i = E + a / L_i + b / L_i ^ 3`. -/
theorem existsUnique_fit {L : Fin 3 → ℝ} (hL : ∀ i, 0 < L i)
    (hinj : Function.Injective L) (E : Fin 3 → ℝ) :
    ∃! p : ℝ × ℝ × ℝ, ∀ i, E i = cellEnergy p.1 p.2.1 p.2.2 (L i) := by
  have hdet := det_designMatrix_ne_zero hL hinj
  -- existence: apply the inverse matrix to the energies
  obtain ⟨v, hv⟩ : ∃ v, designMatrix L *ᵥ v = E :=
    ⟨(designMatrix L)⁻¹ *ᵥ E, by
      rw [Matrix.mulVec_mulVec, Matrix.mul_nonsing_inv _ (IsUnit.mk0 _ hdet),
        Matrix.one_mulVec]⟩
  have hv3 : ![v 0, v 1, v 2] = v := by
    funext i
    fin_cases i <;> rfl
  refine ⟨(v 0, v 1, v 2), ?_, ?_⟩
  · exact (fit_iff_linear_system L E (v 0) (v 1) (v 2)).2 (by rw [hv3, hv])
  · -- uniqueness: the difference of two solutions lies in the trivial kernel
    rintro ⟨e, a, b⟩ h
    have h' := (fit_iff_linear_system L E e a b).1 h
    have hker : designMatrix L *ᵥ (![e, a, b] - v) = 0 := by
      rw [Matrix.mulVec_sub, h', hv, sub_self]
    have heq : ![e, a, b] = v :=
      sub_eq_zero.mp (Matrix.eq_zero_of_mulVec_eq_zero hdet hker)
    rw [← heq]
    rfl
```

## The closed formula and its error

Cramer's rule gives the weight of cell 0:

    w₀ = (x₁x₂³ − x₂x₁³)/det
       = x₁x₂(x₁ + x₂) / [(x₁ − x₀)(x₂ − x₀)(x₀ + x₁ + x₂)]

Substituting xᵢ = 1/Lᵢ gives the first weight in `extrapolatedEnergy`; the others follow in the same way. By construction,

    Σwᵢ = 1,  Σwᵢxᵢ = 0,  Σwᵢxᵢ³ = 0

Now suppose that the energies also contain c/L⁵. The formula then misses e by cΣwᵢxᵢ⁵. To evaluate the sum, let q(x) = α + βx + γx³ agree with x⁵ at the three xᵢ, so that Σwᵢxᵢ⁵ = α. With s₁ = x₀ + x₁ + x₂, s₂ = x₀x₁ + x₁x₂ + x₀x₂ and s₃ = x₀x₁x₂,

    x⁵ − q(x) = (x³ − s₁x² + s₂x − s₃)(x² + s₁x + r)

The x⁴ term vanishes already. The x² term vanishes when r = (s₁s₂ − s₃)/s₁, and the constant term gives

    α = s₃r = x₀x₁x₂(x₀ + x₁)(x₁ + x₂)(x₀ + x₂)/(x₀ + x₁ + x₂)

In terms of the lengths, this is the factor multiplying c below. Lean checks the identity directly: `field_simp` clears the nonzero denominators and `ring` compares the polynomials. The result covers a single extra term, not an arbitrary remainder.

```lean
/-- If the cell energies contain a further term `c / L ^ 5`, the extrapolated energy differs
from the infinite-cell energy `e` by `c` times an explicit function of the three lengths. -/
theorem extrapolation_error {L E : Fin 3 → ℝ} (hL : ∀ i, 0 < L i)
    (hinj : Function.Injective L) {e a b c : ℝ}
    (hE : ∀ i, E i = cellEnergy e a b (L i) + c / L i ^ 5) :
    extrapolatedEnergy L E - e =
      c * ((L 0 + L 1) * (L 1 + L 2) * (L 0 + L 2)
        / ((L 0 * L 1 * L 2) ^ 2 * (L 0 * L 1 + L 1 * L 2 + L 0 * L 2))) := by
  have h0 := hL 0
  have h1 := hL 1
  have h2 := hL 2
  have d10 : L 1 - L 0 ≠ 0 := sub_ne_zero.mpr (hinj.ne (by decide))
  have d20 : L 2 - L 0 ≠ 0 := sub_ne_zero.mpr (hinj.ne (by decide))
  have d21 : L 2 - L 1 ≠ 0 := sub_ne_zero.mpr (hinj.ne (by decide))
  have hP : L 0 * L 1 + L 1 * L 2 + L 0 * L 2 ≠ 0 := by positivity
  have n0 := h0.ne'
  have n1 := h1.ne'
  have n2 := h2.ne'
  unfold extrapolatedEnergy
  rw [hE 0, hE 1, hE 2]
  unfold cellEnergy
  -- clear all denominators and compare polynomials in the lengths
  generalize L 0 = u at *
  generalize L 1 = v at *
  generalize L 2 = w at *
  field_simp
  ring
```

Setting c = 0 identifies the fitted energy with the closed formula.

```lean
/-- The infinite-cell energy of any fit through three distinct positive cell lengths is given
by the closed formula `extrapolatedEnergy`. -/
theorem fit_energy_eq {L E : Fin 3 → ℝ} (hL : ∀ i, 0 < L i)
    (hinj : Function.Injective L) {e a b : ℝ}
    (hE : ∀ i, E i = cellEnergy e a b (L i)) : e = extrapolatedEnergy L E := by
  have h := extrapolation_error (E := E) (e := e) (a := a) (b := b) (c := 0) hL hinj
    (fun i => by rw [hE i, zero_div, add_zero])
  rw [zero_mul] at h
  linarith
```

For L = (1, 2, 4) the weights are 1/7, −10/7 and 16/7. Energies 1.64, 3.08 and 4.01, in matching units, give

    E = (1.64 − 30.8 + 64.16)/7 = 5

with a = −4 and b = 0.64. The negative a is the sign expected for a localised charge in a cubic cell. An added c/L⁵ would shift this E by 45c/448.

## What two cells leave open

Choose any e. For a given a, a cell of length L and energy ε fixes

    b = L³(ε − e) − aL²

Cells of lengths L₁ and L₂ with energies E₁ and E₂ require the same b when

    a(L₁² − L₂²) = L₁³(E₁ − e) − L₂³(E₂ − e)

Since the lengths are positive and distinct, L₁² − L₂² ≠ 0 and this can be solved for a. The proof constructs a and b in just this way.

```lean
/-- With only two distinct positive cell lengths, every real number `e` is the infinite-cell
energy of some fit through the two given energies. -/
theorem two_cells_leave_energy_free {L₁ L₂ : ℝ} (h₁ : 0 < L₁) (h₂ : 0 < L₂)
    (hne : L₁ ≠ L₂) (E₁ E₂ e : ℝ) :
    ∃ a b, E₁ = cellEnergy e a b L₁ ∧ E₂ = cellEnergy e a b L₂ := by
  -- for given `e` and `a`, one cell fixes `b`
  have key : ∀ l ε a : ℝ, l ≠ 0 →
      ε = cellEnergy e a (l ^ 3 * (ε - e) - a * l ^ 2) l := by
    intro l ε a hl
    have h : (l ^ 3 * (ε - e) - a * l ^ 2) / l ^ 3 = ε - e - a / l := by
      field_simp
    unfold cellEnergy
    rw [h]
    ring
  have hd : L₁ ^ 2 - L₂ ^ 2 ≠ 0 := by
    have hf : L₁ ^ 2 - L₂ ^ 2 = (L₁ - L₂) * (L₁ + L₂) := by ring
    rw [hf]
    exact mul_ne_zero (sub_ne_zero.mpr hne) (by positivity)
  -- choose `a` so that both cells ask for the same `b`
  obtain ⟨a, ha⟩ : ∃ a, a * (L₁ ^ 2 - L₂ ^ 2) = L₁ ^ 3 * (E₁ - e) - L₂ ^ 3 * (E₂ - e) :=
    ⟨_, div_mul_cancel₀ _ hd⟩
  have hb : L₁ ^ 3 * (E₁ - e) - a * L₁ ^ 2 = L₂ ^ 3 * (E₂ - e) - a * L₂ ^ 2 := by
    linear_combination -ha
  refine ⟨a, L₁ ^ 3 * (E₁ - e) - a * L₁ ^ 2, key L₁ E₁ a h₁.ne', ?_⟩
  rw [hb]
  exact key L₂ E₂ a h₂.ne'

end

end SupercellExtrapolation
```

```lean
#print axioms SupercellExtrapolation.existsUnique_fit
-- 'SupercellExtrapolation.existsUnique_fit' depends on axioms: [propext, Classical.choice, Quot.sound]
#print axioms SupercellExtrapolation.fit_energy_eq
-- 'SupercellExtrapolation.fit_energy_eq' depends on axioms: [propext, Classical.choice, Quot.sound]
#print axioms SupercellExtrapolation.two_cells_leave_energy_free
-- 'SupercellExtrapolation.two_cells_leave_energy_free' depends on axioms: [propext, Classical.choice, Quot.sound]
```
